# Cholesky and symmetric orthogonalization of an invertible overlap give unitarily similar Hamiltonians

An electronic-structure calculation in a finite nonorthogonal basis commonly leads to the generalized eigenvalue equation $Hc = E\,Sc$, where $H$ is the Hamiltonian matrix, $S$ the overlap matrix, $c$ a vector of basis coefficients and $E$ an energy. Before a standard eigensolver can be called, the overlap has to be removed. One program does this with a Cholesky factor, $S = LL^\dagger$, and diagonalizes $L^{-1}H(L^\dagger)^{-1}$. Another uses a Hermitian square root, $S = RR$, and diagonalizes $R^{-1}HR^{-1}$. The two matrices generally have different entries, but they are related by the unitary matrix $U = R^{-1}L$. For a fixed $H$ and an invertible $S$, the choice between them therefore leaves the spectrum unchanged.

## Reducing with an arbitrary factor

Both methods write the overlap as $S = AA^\dagger$ with a square matrix $A$: Cholesky takes $A = L$, and symmetric orthogonalization takes $A = R = R^\dagger$. Most of the argument needs only this common form. The basis functions are labelled by a finite type `n`, and all matrices are complex.

```lean
import Mathlib

open Matrix

namespace GeneralizedEigenproblem

noncomputable section

variable {n : Type*} [Fintype n] [DecidableEq n]
```

Setting $y = A^\dagger c$ in $Hc = E\,AA^\dagger c$ and multiplying from the left by $A^{-1}$ gives a standard eigenvalue equation for $y$, with the matrix

$$K_A = A^{-1}H(A^\dagger)^{-1}.$$

In Lean this is `reduced H A`, and `ᴴ` denotes the conjugate transpose.

```lean
/-- The standard-form Hamiltonian `A⁻¹ H (A†)⁻¹` obtained from `H` with an invertible
factor `A` of the overlap matrix `A A†`. -/
def reduced (H A : Matrix n n ℂ) : Matrix n n ℂ := A⁻¹ * H * (Aᴴ)⁻¹
```

For two factors $A$ and $B$, the candidate for the unitary transformation is

$$U = B^{-1}A.$$

The order of the arguments matters: `connector A B` leads from the problem reduced with $A$ to the one reduced with $B$.

```lean
/-- The matrix `B⁻¹ A` that connects two factors `A` and `B`, for invertible `B`. -/
def connector (A B : Matrix n n ℂ) : Matrix n n ℂ := B⁻¹ * A
```

## Invertibility passes from one factor to the other

Invertibility is expressed as `IsUnit A.det`, which over the complex numbers means $\det A \neq 0$. Since $\det A^\dagger = \overline{\det A}$, the adjoint of an invertible matrix is invertible.

```lean
/-- The adjoint of an invertible matrix is invertible. -/
theorem isUnit_det_adjoint {A : Matrix n n ℂ} (hA : IsUnit A.det) : IsUnit (Aᴴ).det := by
  rw [Matrix.det_conjTranspose]
  exact hA.star
```

Now let $AA^\dagger = BB^\dagger$ with $B$ invertible. Taking determinants gives

$$\det A\,\det A^\dagger = \det B\,\det B^\dagger \neq 0,$$

so $\det A \neq 0$. For the two orthogonalizations this means that only $R$ has to be assumed invertible, and the invertibility of $L$ follows.

```lean
/-- If `A A† = B B†` and `B` is invertible, then `A` is invertible. -/
theorem isUnit_det_factor {A B : Matrix n n ℂ} (hB : IsUnit B.det)
    (h : A * Aᴴ = B * Bᴴ) : IsUnit A.det := by
  have hprod : IsUnit (A.det * (Aᴴ).det) := by
    rw [← Matrix.det_mul, h, Matrix.det_mul]
    exact hB.mul (isUnit_det_adjoint hB)
  exact isUnit_of_mul_isUnit_left hprod
```

The proof establishes `hprod`, that the product on the left is a unit, and then reads off that its first factor is also a unit.

## Unitarity is equivalent to a shared overlap

Let $B$ be invertible and $U = B^{-1}A$. If $AA^\dagger = BB^\dagger$, then

$$UU^\dagger = B^{-1}AA^\dagger(B^\dagger)^{-1} = B^{-1}BB^\dagger(B^\dagger)^{-1} = 1.$$

Conversely, $A = BU$ by the definition of $U$. If $UU^\dagger = 1$, then

$$AA^\dagger = BUU^\dagger B^\dagger = BB^\dagger.$$

For square matrices $UU^\dagger = 1$ already implies $U^\dagger U = 1$, so this one identity is enough for membership in `Matrix.unitaryGroup n ℂ`.

```lean
/-- For invertible `B`, the connector `B⁻¹ A` is unitary exactly when `A` and `B` are
factors of the same overlap matrix, `A A† = B B†`. -/
theorem connector_unitary_iff {A B : Matrix n n ℂ} (hB : IsUnit B.det) :
    connector A B ∈ Matrix.unitaryGroup n ℂ ↔ A * Aᴴ = B * Bᴴ := by
  rw [Matrix.mem_unitaryGroup_iff, Matrix.star_eq_conjTranspose]
  constructor
  · intro h
    have hU : B * connector A B = A := Matrix.mul_nonsing_inv_cancel_left _ _ hB
    calc A * Aᴴ = (B * connector A B) * (B * connector A B)ᴴ := by rw [hU]
      _ = B * (connector A B * (connector A B)ᴴ) * Bᴴ := by
          simp only [Matrix.conjTranspose_mul, Matrix.mul_assoc]
      _ = B * Bᴴ := by rw [h, Matrix.mul_one]
  · intro h
    -- the overlap sits in the middle and is cancelled from both sides
    calc connector A B * (connector A B)ᴴ = B⁻¹ * (A * Aᴴ) * (Bᴴ)⁻¹ := by
          simp only [connector, Matrix.conjTranspose_mul, Matrix.conjTranspose_nonsing_inv,
            Matrix.mul_assoc]
      _ = 1 := by
          rw [h, Matrix.nonsing_inv_mul_cancel_left _ _ hB,
            Matrix.mul_nonsing_inv _ (isUnit_det_adjoint hB)]
```

The first bullet in the proof is the converse, where `hU` is the identity $BU = A$. The second bullet is the direct computation. In both, `simp only` distributes the adjoint over products and regroups them, after which the hypothesis `h` is inserted.

## The change of factor as a similarity transformation

With $A$ invertible, write out the transformed Hamiltonian and group the factors:

$$UK_AU^\dagger = B^{-1}\,(AA^{-1})\,H\,\bigl((A^\dagger)^{-1}A^\dagger\bigr)\,(B^\dagger)^{-1} = B^{-1}H(B^\dagger)^{-1} = K_B.$$

The two brackets are identities. This computation doesn't use $AA^\dagger = BB^\dagger$; the shared overlap is what makes $U$ unitary, so that $U^\dagger$ is also $U^{-1}$ and the transformation is a similarity.

```lean
/-- For invertible `A` and `B` with connector `U = B⁻¹ A`, the map `K ↦ U K U†` carries the
Hamiltonian reduced with `A` to the one reduced with `B`. -/
theorem connector_conj (H : Matrix n n ℂ) {A : Matrix n n ℂ} (B : Matrix n n ℂ)
    (hA : IsUnit A.det) :
    connector A B * reduced H A * (connector A B)ᴴ = reduced H B := by
  calc connector A B * reduced H A * (connector A B)ᴴ
      = B⁻¹ * (A * A⁻¹) * H * ((Aᴴ)⁻¹ * Aᴴ) * (Bᴴ)⁻¹ := by
        simp only [connector, reduced, Matrix.conjTranspose_mul,
          Matrix.conjTranspose_nonsing_inv, Matrix.mul_assoc]
    _ = reduced H B := by
        rw [Matrix.mul_nonsing_inv _ hA, Matrix.nonsing_inv_mul _ (isUnit_det_adjoint hA)]
        simp only [Matrix.mul_one, reduced]
```

The first line of the `calc` block is the regrouping, and the second cancels the brackets.

## Cholesky and symmetric orthogonalization

Let $S = LL^\dagger = RR$, with $R$ Hermitian and invertible. Because $R^\dagger = R$, the second factorization is also $S = RR^\dagger$, and the preceding steps apply with $A = L$ and $B = R$. They give

$$U = R^{-1}L \ \text{unitary}, \qquad U\,\bigl(L^{-1}H(L^\dagger)^{-1}\bigr)\,U^\dagger = R^{-1}HR^{-1}.$$

```lean
/-- Let `S = L L† = R R` with `R` Hermitian and invertible. Then `U = R⁻¹ L` is unitary and
carries the Hamiltonian `L⁻¹ H (L†)⁻¹` to the symmetrically orthogonalized `R⁻¹ H R⁻¹`. -/
theorem cholesky_symmetric_unitarily_similar (H : Matrix n n ℂ) {S L R : Matrix n n ℂ}
    (hL : S = L * Lᴴ) (hR : S = R * R) (hRh : R.IsHermitian) (hdet : IsUnit R.det) :
    R⁻¹ * L ∈ Matrix.unitaryGroup n ℂ ∧
      (R⁻¹ * L) * (L⁻¹ * H * (Lᴴ)⁻¹) * (R⁻¹ * L)ᴴ = R⁻¹ * H * R⁻¹ := by
  have h : L * Lᴴ = R * Rᴴ := by rw [hRh.eq, ← hL, hR]
  refine ⟨(connector_unitary_iff hdet).2 h, ?_⟩
  have hc := connector_conj H R (isUnit_det_factor hdet h)
  simpa only [connector, reduced, hRh.eq] using hc
```

The hypotheses `hL` and `hR` are the two factorizations, `hRh` says that $R$ is Hermitian, and `hdet` that it is invertible. The last hypothesis stands for a linearly independent basis, in which a combination of basis functions has zero norm only if all its coefficients vanish. The factorizations are given, and their existence is not derived here.

The statement is more general than its two applications. It doesn't require $L$ to be triangular or $R$ to be the positive square root, and $H$ may be any complex square matrix. In the proof, `h` puts both factorizations into the common form. The final `simpa` unfolds the two definitions and replaces $R^\dagger$ by $R$.

## Hermiticity of the reduced Hamiltonian

A Hermitian eigensolver needs a Hermitian input. If $H^\dagger = H$, then

$$K_A^\dagger = \bigl(A^{-1}H(A^\dagger)^{-1}\bigr)^\dagger = A^{-1}H^\dagger(A^\dagger)^{-1} = K_A.$$

In the other direction, $H = AK_AA^\dagger$, which is Hermitian whenever $K_A$ is.

```lean
/-- For an invertible factor `A`, the reduced Hamiltonian is Hermitian exactly when `H` is. -/
theorem reduced_isHermitian_iff (H : Matrix n n ℂ) {A : Matrix n n ℂ} (hA : IsUnit A.det) :
    (reduced H A).IsHermitian ↔ H.IsHermitian := by
  constructor
  · intro h
    -- recover `H` from its reduced form
    have hrec : A * reduced H A * Aᴴ = H := by
      calc A * reduced H A * Aᴴ = (A * A⁻¹) * H * ((Aᴴ)⁻¹ * Aᴴ) := by
            simp only [reduced, Matrix.mul_assoc]
        _ = H := by
            rw [Matrix.mul_nonsing_inv _ hA, Matrix.nonsing_inv_mul _ (isUnit_det_adjoint hA),
              Matrix.one_mul, Matrix.mul_one]
    rw [← hrec]
    exact Matrix.isHermitian_mul_mul_conjTranspose A h
  · intro h
    unfold Matrix.IsHermitian
    simp only [reduced, Matrix.conjTranspose_mul, Matrix.conjTranspose_nonsing_inv,
      Matrix.conjTranspose_conjTranspose, h.eq, Matrix.mul_assoc]
```

The identity `hrec` recovers $H$ from its reduced form and serves the first direction; the second is the adjoint computation above.

## Energies and coefficient vectors

The reduced problem has to return the energies of the original one. Since $K_AA^\dagger = A^{-1}H$,

$$K_A(A^\dagger c) = A^{-1}Hc.$$

If $Hc = E\,AA^\dagger c$, the right-hand side is $E\,A^{-1}AA^\dagger c = E\,A^\dagger c$, which is the reduced equation. If instead the reduced equation holds, then $A^{-1}Hc = E\,A^\dagger c$, and multiplication by $A$ restores $Hc = E\,AA^\dagger c$.

```lean
/-- For an invertible factor `A` of the overlap `A A†`, the vector `c` solves the generalized
equation `H c = E A A† c` exactly when `A† c` solves the reduced equation with the same `E`. -/
theorem generalized_iff_reduced (H : Matrix n n ℂ) {A : Matrix n n ℂ} (hA : IsUnit A.det)
    (E : ℂ) (c : n → ℂ) :
    H *ᵥ c = E • ((A * Aᴴ) *ᵥ c) ↔ reduced H A *ᵥ (Aᴴ *ᵥ c) = E • (Aᴴ *ᵥ c) := by
  have hm : reduced H A * Aᴴ = A⁻¹ * H :=
    Matrix.nonsing_inv_mul_cancel_right _ _ (isUnit_det_adjoint hA)
  have key : reduced H A *ᵥ (Aᴴ *ᵥ c) = A⁻¹ *ᵥ (H *ᵥ c) := by
    rw [Matrix.mulVec_mulVec c (reduced H A) Aᴴ, hm, Matrix.mulVec_mulVec c A⁻¹ H]
  constructor
  · intro h
    rw [key, h, Matrix.mulVec_smul, Matrix.mulVec_mulVec,
      Matrix.nonsing_inv_mul_cancel_left _ _ hA]
  · intro h
    calc H *ᵥ c = A *ᵥ (A⁻¹ *ᵥ (H *ᵥ c)) := by
          rw [Matrix.mulVec_mulVec (H *ᵥ c) A A⁻¹, Matrix.mul_nonsing_inv _ hA,
            Matrix.one_mulVec]
      _ = E • ((A * Aᴴ) *ᵥ c) := by
          rw [← key, h, Matrix.mulVec_smul, Matrix.mulVec_mulVec]
```

Here `*ᵥ` is the product of a matrix with a vector, and `key` is the displayed identity. The theorem allows a complex $E$ and doesn't exclude $c = 0$. For an eigenvector one adds $c \neq 0$, which is the same as $A^\dagger c \neq 0$ because $A^\dagger$ is invertible.

One generalized eigenvector $c$ thus appears as $L^\dagger c$ in the Cholesky calculation and as $Rc$ in the symmetric one. The matrix $U$ translates between them:

$$U(L^\dagger c) = R^{-1}LL^\dagger c = R^{-1}Sc = R^{-1}RRc = Rc.$$

```lean
/-- If `S = L L† = R R` with `R` invertible, then `U = R⁻¹ L` maps the transformed
coefficient vector `L† c` to `R c`. -/
theorem connector_maps_vectors {S L R : Matrix n n ℂ} (hL : S = L * Lᴴ) (hR : S = R * R)
    (hdet : IsUnit R.det) (c : n → ℂ) : (R⁻¹ * L) *ᵥ (Lᴴ *ᵥ c) = R *ᵥ c := by
  rw [Matrix.mulVec_mulVec, Matrix.mul_assoc, ← hL, hR,
    Matrix.nonsing_inv_mul_cancel_left _ _ hdet]
```

The rewriting in the proof follows this chain from left to right. It holds for every coefficient vector, whether or not it is an eigenvector.

## Two basis functions and a plane rotation

Take a lower triangular factor with positive diagonal,

$$L = \begin{pmatrix}5&0\\6&3\end{pmatrix}.$$

```lean
/-- A lower triangular 2 × 2 factor. -/
def exL : Matrix (Fin 2) (Fin 2) ℂ := !![5, 0; 6, 3]
```

Pair it with the real symmetric matrix

$$R = \begin{pmatrix}4&3\\3&6\end{pmatrix}.$$

```lean
/-- A symmetric 2 × 2 square root. -/
def exR : Matrix (Fin 2) (Fin 2) ℂ := !![4, 3; 3, 6]
```

Multiplying out gives the same overlap from both:

$$LL^\dagger = RR = \begin{pmatrix}25&30\\30&45\end{pmatrix}.$$

The diagonal shows that these basis functions are not normalized. After normalization their mutual overlap is $30/\sqrt{25\cdot 45} = 2/\sqrt5 \approx 0.894$. With $\det R = 15$,

$$R^{-1}L = \frac{1}{15}\begin{pmatrix}6&-3\\-3&4\end{pmatrix}\begin{pmatrix}5&0\\6&3\end{pmatrix} = \begin{pmatrix}4/5&-3/5\\3/5&4/5\end{pmatrix}.$$

This is a rotation by about $37^\circ$, so the two orthogonalized bases are clearly different.

```lean
/-- The matrices `exL` and `exR` satisfy `L L† = R R` with `R` Hermitian and invertible, and
`R⁻¹ L` is the plane rotation with cosine 4/5 and sine 3/5. -/
theorem cholesky_symmetric_witness :
    exL * exLᴴ = exR * exR ∧ exR.IsHermitian ∧ IsUnit exR.det ∧
      exR⁻¹ * exL = !![4 / 5, -3 / 5; 3 / 5, 4 / 5] := by
  have hd : IsUnit exR.det := by
    rw [isUnit_iff_ne_zero, exR, Matrix.det_fin_two_of]
    norm_num
  have hU : exL = exR * !![4 / 5, -3 / 5; 3 / 5, 4 / 5] := by
    ext i j
    fin_cases i <;> fin_cases j <;>
      simp [exL, exR, Matrix.mul_apply, Fin.sum_univ_succ] <;> norm_num
  refine ⟨?_, ?_, hd, ?_⟩
  · -- the entries of the triangular factor are real
    have h3 : (starRingEnd ℂ) 3 = 3 := Complex.conj_eq_iff_real.2 ⟨3, by norm_num⟩
    have h5 : (starRingEnd ℂ) 5 = 5 := Complex.conj_eq_iff_real.2 ⟨5, by norm_num⟩
    have h6 : (starRingEnd ℂ) 6 = 6 := Complex.conj_eq_iff_real.2 ⟨6, by norm_num⟩
    ext i j
    fin_cases i <;> fin_cases j <;>
      simp [exL, exR, Matrix.mul_apply, Fin.sum_univ_succ, h3, h5, h6] <;> norm_num
  · apply Matrix.IsHermitian.ext
    intro i j
    fin_cases i <;> fin_cases j <;> simp [exR]
  · rw [hU, Matrix.nonsing_inv_mul_cancel_left _ _ hd]

end

end GeneralizedEigenproblem
```

Lean obtains the connector without computing $R^{-1}$. The step `hU` verifies entry by entry that $L$ equals $R$ times the rotation, and the last line cancels $R$. The equality of the two overlaps and the symmetry of $R$ are also checked entry by entry, with `h3`, `h5` and `h6` recording that the entries of $L$ are unchanged by complex conjugation.

```lean
#print axioms GeneralizedEigenproblem.cholesky_symmetric_unitarily_similar
#print axioms GeneralizedEigenproblem.reduced_isHermitian_iff
#print axioms GeneralizedEigenproblem.generalized_iff_reduced
#print axioms GeneralizedEigenproblem.connector_maps_vectors
```

```
'GeneralizedEigenproblem.cholesky_symmetric_unitarily_similar' depends on axioms: [propext, Classical.choice, Quot.sound]
'GeneralizedEigenproblem.reduced_isHermitian_iff' depends on axioms: [propext, Classical.choice, Quot.sound]
'GeneralizedEigenproblem.generalized_iff_reduced' depends on axioms: [propext, Classical.choice, Quot.sound]
'GeneralizedEigenproblem.connector_maps_vectors' depends on axioms: [propext, Classical.choice, Quot.sound]
```
